# An exchange potential with tail −1/r has total charge −1 whenever its enclosed charge converges

Let $v(r)$ be a spherical exchange potential, in atomic units, that is twice continuously differentiable and satisfies $r\,v(r)\to-1$ as $r\to\infty$. If the exchange charge inside a sphere of radius $R$, counted in electrons (an electron counts as $+1$),

$$Q(R)=-\int_0^R\bigl(r^2v''(r)+2r\,v'(r)\bigr)\,dr ,$$

has a finite limit as $R\to\infty$, that limit is $-1$. The convergence of $Q$ is a real hypothesis: a smooth potential given at the end has the right tail, but its enclosed charge never settles.

For smooth spherical potentials, this gives a consistency test in Kohn–Sham calculations: with a $-1/r$ tail, an enclosed charge that converges to any other value signals an error.

```lean
import Mathlib

open Filter Topology MeasureTheory Set

namespace ExchangeChargeSumRule

noncomputable section
```

The file loads the mathematical library Mathlib and opens a namespace, which prefixes the names that follow.

## The charge that generates the potential

```lean
/-- The exchange charge enclosed in a sphere of radius `R`, obtained from the radial
Laplacian of the exchange potential `v`. -/
def enclosedCharge (v : ℝ → ℝ) (R : ℝ) : ℝ :=
  -∫ r in (0 : ℝ)..R, (r ^ 2 * deriv (deriv v) r + 2 * r * deriv v r)
```

Poisson's equation $\nabla^2v=-4\pi\rho$ assigns a source density $\rho$ to the potential. For a spherical $v$ the Laplacian is $v''+2v'/r$, so the charge inside radius $R$ is

$$\int_0^R4\pi r^2\rho\,dr=-\int_0^R(r^2v''+2rv')\,dr .$$

This is `enclosedCharge v R`, with `deriv v` for $v'$ and `deriv (deriv v)` for $v''$. Charge is counted in electrons, so the value $-1$ means one electron missing. This source charge is not the exchange hole, which depends on two positions and integrates to $-1$ for each reference position.

The type `ℝ → ℝ` makes $v$ a function on the whole real line, although only $r\ge0$ has physical meaning. Together with the smoothness assumed below, this excludes potentials that diverge at the origin. Non-spherical systems are not covered either.

## Gauss's law for a sphere

```lean
/-- Radial Gauss law: for a twice continuously differentiable potential, the enclosed charge is
minus the squared radius times the slope of the potential at the surface of the sphere. -/
theorem enclosedCharge_eq {v : ℝ → ℝ} (hv : ContDiff ℝ 2 v) (R : ℝ) :
    enclosedCharge v R = -(R ^ 2 * deriv v R) := by
  have h : ContDiff ℝ (1 + 1) v := by
    rw [one_add_one_eq_two]
    exact hv
  obtain ⟨hdiff, hcont⟩ := contDiff_one_iff_deriv.mp (contDiff_succ_iff_deriv.mp h).2.2
  have hc : Continuous (deriv v) := hdiff.continuous
  -- the integrand is the derivative of `r ^ 2 * v' r`
  have hd : ∀ r : ℝ, HasDerivAt (fun r => r ^ 2 * deriv v r)
      (r ^ 2 * deriv (deriv v) r + 2 * r * deriv v r) r := by
    intro r
    have h2 := (hasDerivAt_pow 2 r).fun_mul (hdiff r).hasDerivAt
    exact h2.congr_deriv (by norm_num; ring)
  have hi : Continuous (fun r : ℝ => r ^ 2 * deriv (deriv v) r + 2 * r * deriv v r) := by
    fun_prop
  unfold enclosedCharge
  rw [intervalIntegral.integral_eq_sub_of_hasDerivAt (fun r _ => hd r)
    (hi.intervalIntegrable 0 R)]
  simp
```

In a Lean theorem, the hypotheses stand before the last colon of the statement and the conclusion after it; the proof follows `:= by`. Here `ContDiff ℝ 2 v` says that $v$ is twice continuously differentiable, and the conclusion is $Q(R)=-R^2v'(R)$ for every real $R$.

By hand, the product rule gives

$$\frac{d}{dr}\bigl(r^2v'(r)\bigr)=r^2v''(r)+2r\,v'(r),$$

so the integral is $R^2v'(R)-0^2\,v'(0)=R^2v'(R)$, and the minus sign in the definition gives the claim.

The proof first extracts from `hv` that $v'$ is differentiable with a continuous derivative. The step `hd` is the product rule, and `hi` is the continuity of the integrand, which makes it integrable. The fundamental theorem of calculus, `intervalIntegral.integral_eq_sub_of_hasDerivAt`, then evaluates the integral, and `simp` removes the term at the origin.

## A convergent charge makes the potential level off

```lean
/-- If the enclosed charge of a twice continuously differentiable potential has a finite limit, the
potential levels off to a constant at large distance. -/
theorem potential_has_limit {v : ℝ → ℝ} {q : ℝ} (hv : ContDiff ℝ 2 v)
    (hQ : Tendsto (enclosedCharge v) atTop (𝓝 q)) : ∃ w, Tendsto v atTop (𝓝 w) := by
  have h : ContDiff ℝ (1 + 1) v := by
    rw [one_add_one_eq_two]
    exact hv
  have hdv : Differentiable ℝ v := (contDiff_succ_iff_deriv.mp h).1
  have hc : Continuous (deriv v) := (contDiff_succ_iff_deriv.mp h).2.2.continuous
  have hb : ∀ᶠ r in atTop, |enclosedCharge v r| < |q| + 1 :=
    hQ.abs.eventually_lt_const (lt_add_one _)
  obtain ⟨a, ha⟩ := eventually_atTop.mp hb
  have hpow : IntegrableOn (fun t : ℝ => t ^ (-2 : ℝ)) (Ioi (max a 1)) :=
    integrableOn_Ioi_rpow_of_lt (by norm_num) (lt_of_lt_of_le one_pos (le_max_right a 1))
  -- the slope is dominated by a multiple of the inverse square
  have hint : IntegrableOn (deriv v) (Ioi (max a 1)) := by
    refine Integrable.mono' (Integrable.const_mul hpow (|q| + 1))
      hc.aestronglyMeasurable ?_
    refine (ae_restrict_mem measurableSet_Ioi).mono fun r hr => ?_
    have hr1 : 1 < r := lt_of_le_of_lt (le_max_right a 1) hr
    have hra : a < r := lt_of_le_of_lt (le_max_left a 1) hr
    have hr0 : 0 < r := by linarith
    have hr2 : 0 < r ^ 2 := by positivity
    have hq := ha r hra.le
    rw [enclosedCharge_eq hv, abs_neg, abs_mul, abs_of_pos hr2] at hq
    change |deriv v r| ≤ (|q| + 1) * r ^ (-2 : ℝ)
    rw [Real.rpow_neg hr0.le, Real.rpow_two, ← div_eq_mul_inv, le_div_iff₀ hr2]
    linarith
  exact ⟨_, tendsto_limUnder_of_hasDerivAt_of_integrableOn_Ioi
    (fun r _ => (hdv r).hasDerivAt) hint⟩
```

The expression `Tendsto f atTop (𝓝 q)` means $f(r)\to q$ as $r\to\infty$. Since `q` is a real number, the limit is finite. The theorem says that if $Q(R)\to q$, there is some real $w$ with $v(r)\to w$.

By hand, convergence gives a radius $a$ beyond which $|Q(r)|<|q|+1$. Gauss's law turns this into

$$|v'(r)|\le\frac{|q|+1}{r^2}\qquad\text{for } r>\max(a,1).$$

The right side is integrable out to infinity, hence so is $v'$. For a fixed $r_0>\max(a,1)$, the expression $v(r)=v(r_0)+\int_{r_0}^r v'(t)\,dt$ therefore converges.

In the proof, `hb` and `ha` supply the radius $a$, `hpow` is the integrability of $t^{-2}$, and `hint` carries out the comparison. The last step is the library theorem that a function with an integrable derivative has a limit at infinity.

## The total charge sets the Coulomb tail

```lean
/-- For a twice continuously differentiable potential with asymptotic value `w` and total charge
`q`, the product `r * (v r - w)` tends to `q` at large distance. -/
theorem coulomb_tail {v : ℝ → ℝ} {q w : ℝ} (hv : ContDiff ℝ 2 v)
    (hw : Tendsto v atTop (𝓝 w)) (hQ : Tendsto (enclosedCharge v) atTop (𝓝 q)) :
    Tendsto (fun r => r * (v r - w)) atTop (𝓝 q) := by
  have h : ContDiff ℝ (1 + 1) v := by
    rw [one_add_one_eq_two]
    exact hv
  have hdv : Differentiable ℝ v := (contDiff_succ_iff_deriv.mp h).1
  have h0 : Tendsto (fun r => v r - w) atTop (𝓝 0) := by
    have h1 := hw.sub_const w
    rwa [sub_self] at h1
  have hdiv : Tendsto (fun r => deriv v r / (-(r ^ 2)⁻¹)) atTop (𝓝 q) := by
    refine hQ.congr fun r => ?_
    rw [enclosedCharge_eq hv, div_neg, div_inv_eq_mul]
    ring
  -- l'Hôpital's rule compares `v - w` with `1 / r`
  have hl : Tendsto (fun r => (v r - w) / r⁻¹) atTop (𝓝 q) := by
    refine HasDerivAt.lhopital_zero_atTop (f' := deriv v)
      (g' := fun r : ℝ => -(r ^ 2)⁻¹) ?_ ?_ ?_ h0 tendsto_inv_atTop_zero hdiv
    · exact Eventually.of_forall fun r => (hdv r).hasDerivAt.sub_const w
    · filter_upwards [eventually_gt_atTop (0 : ℝ)] with r hr
      exact hasDerivAt_inv hr.ne'
    · filter_upwards [eventually_gt_atTop (0 : ℝ)] with r hr
      exact neg_ne_zero.mpr (inv_ne_zero (pow_ne_zero 2 hr.ne'))
  refine hl.congr fun r => ?_
  rw [div_inv_eq_mul, mul_comm]
```

If $v(r)\to w$ and $Q(r)\to q$, then $r\,(v(r)-w)\to q$. In other words, the potential approaches its asymptotic value as $w+q/r$, to leading order when $q\neq0$. No value of $q$ is presupposed.

By hand, write the product as a quotient,

$$r\,(v(r)-w)=\frac{v(r)-w}{1/r}.$$

Numerator and denominator both tend to zero, so l'Hôpital's rule applies. The quotient of the derivatives is

$$\frac{v'(r)}{-1/r^2}=-r^2v'(r)=Q(r)\to q ,$$

and the original quotient has the same limit.

The Lean proof has the same parts. The step `h0` says that the numerator vanishes at infinity, and `hdiv` gives the limit of the quotient of derivatives, using Gauss's law. The rule itself is `HasDerivAt.lhopital_zero_atTop`. It leaves three conditions to check: the derivative of $v-w$, the derivative of $1/r$, and the fact that the latter is nonzero. The last two are checked for $r>0$, which suffices for a limit at infinity.

## The charge is −1

```lean
/-- Exchange charge sum rule: if a twice continuously differentiable exchange potential has the tail
`-1 / r` and its enclosed charge has a finite limit, that limit is `-1`. -/
theorem exchange_charge_eq_neg_one {v : ℝ → ℝ} {q : ℝ} (hv : ContDiff ℝ 2 v)
    (htail : Tendsto (fun r => r * v r) atTop (𝓝 (-1)))
    (hQ : Tendsto (enclosedCharge v) atTop (𝓝 q)) : q = -1 := by
  -- the tail forces the potential itself to vanish at infinity
  have h0 : Tendsto v atTop (𝓝 0) := by
    have h := htail.mul (tendsto_inv_atTop_zero (𝕜 := ℝ))
    rw [mul_zero] at h
    refine h.congr' ?_
    filter_upwards [eventually_gt_atTop (0 : ℝ)] with r hr
    field_simp
  have h1 := coulomb_tail hv h0 hQ
  simp only [sub_zero] at h1
  exact tendsto_nhds_unique h1 htail
```

This is the main result. Its hypotheses are the smoothness `hv`, the tail `htail`, which reads $r\,v(r)\to-1$, and the convergence `hQ` of the enclosed charge to `q`. The conclusion is `q = -1`.

The tail is assumed, not derived from a density functional or from orbitals. It stands for the cancellation of self-interaction: an electron far from a finite system should not feel its own repulsion, so exchange must remove the potential $1/r$ of one electron.

By hand there are three steps.

1. For $r>0$, $v(r)=\bigl(r\,v(r)\bigr)\cdot\frac1r\to(-1)\cdot0=0$, so the asymptotic value is $w=0$.
2. The Coulomb-tail theorem with $w=0$ gives $r\,v(r)\to q$.
3. By assumption $r\,v(r)\to-1$. A function has at most one limit, so $q=-1$.

These steps are `h0`, `h1` and `tendsto_nhds_unique`. The theorem on levelling off is not needed here, because the assumed tail already supplies $w=0$. That theorem serves the more general case, in which only the convergence of the charge is known.

## A rippled potential whose charge does not settle

```lean
/-- A smooth model potential with a decaying ripple on top of a Coulomb-like tail. -/
def ripple (r : ℝ) : ℝ := (Real.sin r - r) / (1 + r ^ 2)
```

The counterexample is

$$v(r)=\frac{\sin r-r}{1+r^2},$$

a Coulomb-like tail with a small oscillation on top. It is a mathematical model, not the exchange potential of a particular atom.

```lean
/-- The rippled potential is twice continuously differentiable and has the tail `-1 / r`. -/
theorem ripple_tail :
    ContDiff ℝ 2 ripple ∧ Tendsto (fun r => r * ripple r) atTop (𝓝 (-1)) := by
  constructor
  · have h : ContDiff ℝ 2 (fun r : ℝ => (Real.sin r - r) / (1 + r ^ 2)) :=
      ContDiff.div (by fun_prop) (by fun_prop) (fun r => by positivity)
    exact h
  · rw [tendsto_iff_norm_sub_tendsto_zero]
    have hz : Tendsto (fun r : ℝ => 2 * r⁻¹) atTop (𝓝 0) := by
      have h := (tendsto_inv_atTop_zero (𝕜 := ℝ)).const_mul 2
      rwa [mul_zero] at h
    refine squeeze_zero' (Eventually.of_forall fun r => norm_nonneg _) ?_ hz
    filter_upwards [eventually_gt_atTop (0 : ℝ)] with r hr
    have hp : 0 < 1 + r ^ 2 := by positivity
    have he : r * ripple r - -1 = (r * Real.sin r + 1) / (1 + r ^ 2) := by
      unfold ripple
      field_simp
      ring
    have hs : |r * Real.sin r + 1| ≤ r + 1 := by
      rw [abs_le]
      constructor <;> nlinarith [Real.sin_le_one r, Real.neg_one_le_sin r]
    rw [he, Real.norm_eq_abs, abs_div, abs_of_pos hp, ← div_eq_mul_inv,
      div_le_div_iff₀ hp hr]
    nlinarith [mul_le_mul_of_nonneg_right hs hr.le, sq_nonneg (r - 1)]
```

The theorem joins two claims with `∧`, which means "and": the potential is twice continuously differentiable, and $r\,v(r)\to-1$. The first holds because numerator and denominator are smooth and $1+r^2$ is never zero. For the second, take $r>0$ and compute

$$r\,v(r)+1=\frac{r\sin r+1}{1+r^2},\qquad
\left|\frac{r\sin r+1}{1+r^2}\right|\le\frac{r+1}{1+r^2}\le\frac2r .$$

The last inequality amounts to $r^2+r\le2+2r^2$, which always holds. The bound $2/r$ tends to zero, and `squeeze_zero'` completes the argument. In the code, `he` is the identity and `hs` bounds the numerator.

```lean
/-- The enclosed charge of the rippled potential has no finite limit. -/
theorem ripple_charge_no_limit :
    ¬ ∃ q, Tendsto (enclosedCharge ripple) atTop (𝓝 q) := by
  rintro ⟨q, hq⟩
  have hq1 := exchange_charge_eq_neg_one ripple_tail.1 ripple_tail.2 hq
  have hd : ∀ r : ℝ, HasDerivAt ripple
      (((Real.cos r - 1) * (1 + r ^ 2) - (Real.sin r - r) * (2 * r)) / (1 + r ^ 2) ^ 2) r := by
    intro r
    have h := ((Real.hasDerivAt_sin r).fun_sub (hasDerivAt_id' r)).fun_div
      ((hasDerivAt_pow 2 r).const_add 1) (by positivity)
    exact h.congr_deriv (by simp)
  -- at odd multiples of `π` the enclosed charge is nonnegative
  have hpos : ∀ r : ℝ, Real.cos r = -1 → Real.sin r = 0 → 0 ≤ enclosedCharge ripple r := by
    intro r hc hs
    rw [enclosedCharge_eq ripple_tail.1, (hd r).deriv, hc, hs]
    have he : -(r ^ 2 * (((-1 - 1) * (1 + r ^ 2) - (0 - r) * (2 * r)) / (1 + r ^ 2) ^ 2))
        = r ^ 2 * (2 / (1 + r ^ 2) ^ 2) := by ring
    rw [he]
    positivity
  have hseq : Tendsto (fun n : ℕ => Real.pi + (n : ℝ) * (2 * Real.pi)) atTop atTop :=
    tendsto_atTop_add_const_left _ _
      (tendsto_natCast_atTop_atTop.atTop_mul_const Real.two_pi_pos)
  have hge : 0 ≤ q := by
    refine ge_of_tendsto (hq.comp hseq) (Eventually.of_forall fun n => ?_)
    exact hpos _ (by rw [Real.cos_add_nat_mul_two_pi, Real.cos_pi])
      (by rw [Real.sin_add_nat_mul_two_pi, Real.sin_pi])
  linarith

end

end ExchangeChargeSumRule
```

The symbol `¬ ∃ q` reads "there is no $q$": the enclosed charge of the rippled potential has no finite limit. The proof is by contradiction. Suppose $Q(R)\to q$. The potential satisfies the other hypotheses of the main theorem, so $q=-1$; this is `hq1`.

Now differentiate:

$$v'(r)=\frac{(\cos r-1)(1+r^2)-2r(\sin r-r)}{(1+r^2)^2}.$$

At the radii $r_n=\pi+2\pi n$, with $n=0,1,2,\dots$, we have $\cos r_n=-1$ and $\sin r_n=0$. The numerator becomes $-2(1+r_n^2)+2r_n^2=-2$, and Gauss's law gives

$$Q(r_n)=\frac{2r_n^2}{(1+r_n^2)^2}\ge0 .$$

Since $r_n\to\infty$, the limit along these radii must also be $q$, so $q\ge0$. This contradicts $q=-1$.

The steps `hd`, `hpos`, `hseq` and `hge` are the derivative, the sign of the charge, the growth of the radii and the inequality $q\ge0$; `linarith` then finds the contradiction.

The physical reason is that the charge measures the slope of the potential multiplied by $r^2$. At large $r$ the ripple in $v$ is about $\sin r/r^2$, too small to affect the tail, but its slope contributes about $-\cos r$ to the charge, an oscillation that does not die out as $r$ grows.

```lean
#print axioms ExchangeChargeSumRule.potential_has_limit
#print axioms ExchangeChargeSumRule.exchange_charge_eq_neg_one
#print axioms ExchangeChargeSumRule.ripple_charge_no_limit
```

```
'ExchangeChargeSumRule.potential_has_limit' depends on axioms: [propext, Classical.choice, Quot.sound]
'ExchangeChargeSumRule.exchange_charge_eq_neg_one' depends on axioms: [propext, Classical.choice, Quot.sound]
'ExchangeChargeSumRule.ripple_charge_no_limit' depends on axioms: [propext, Classical.choice, Quot.sound]
```
